# The Bogoliubov–de Gennes matrix of a single orbital with h = i and no pairing has trace 2i

In a Bogoliubov–de Gennes matrix the one-particle block h and the pairing block D stand in the upper row, and minus their entrywise complex conjugates, −D* and −h*, in the lower. The lemma takes a single orbital with the non-Hermitian block h = i and with D = 0, and states that the trace of the resulting 2 × 2 matrix is 2i. Both diagonal entries are i, since −i* = i. The attempt unfolds `bdg`, calls on a lemma `trace_fromBlocks` for the trace of the block matrix, rewrites 2i as i + i, and leaves the rest to `simp`.

The first attempt, which Lean rejects:

```lean
import Mathlib

open Matrix

namespace BdGParticleHole

/-- The Bogoliubov-de Gennes matrix with one-particle block `h` and pairing block `D`. -/
def bdg {n : Type*} (h D : Matrix n n ℂ) : Matrix (n ⊕ n) (n ⊕ n) ℂ :=
  fromBlocks h D (-(D.map star)) (-(h.map star))

/-- With the non-Hermitian one-orbital block `h = i` and no pairing, the trace of the
BdG matrix is `2i`. -/
theorem trace_nonhermitian :
    (bdg (!![Complex.I] : Matrix (Fin 1) (Fin 1) ℂ) 0).trace = 2 * Complex.I := by
  rw [bdg, trace_fromBlocks, two_mul]
  simp [Matrix.trace]

end BdGParticleHole
```

Compiling this gives:

```
Main.lean:15:11: error(lean.unknownIdentifier): Unknown identifier `trace_fromBlocks`
Main.lean:14:80: error: unsolved goals
⊢ (fromBlocks !![Complex.I] 0 (-map 0 star) (-!![Complex.I].map star)).trace = 2 * Complex.I
```

As a diff, the version that Lean accepts:

```diff
@@ -13,6 +13,7 @@
 theorem trace_nonhermitian :
     (bdg (!![Complex.I] : Matrix (Fin 1) (Fin 1) ℂ) 0).trace = 2 * Complex.I := by
-  rw [bdg, trace_fromBlocks, two_mul]
-  simp [Matrix.trace]
+  rw [two_mul, Matrix.trace, Fintype.sum_sum_type, Fin.sum_univ_one, Fin.sum_univ_one]
+  change Complex.I + -star Complex.I = Complex.I + Complex.I
+  simp
 
 end BdGParticleHole
```

The first message says that Lean finds no declaration called `trace_fromBlocks`, even with the namespace `Matrix` open. The second is a consequence of the first: it shows the goal as it stood when the rewriting broke off, with `bdg` unfolded but the trace not yet split and `two_mul` not yet applied.

The repair does without the missing lemma. `two_mul` is kept, and turns the right side into i + i. `Matrix.trace` unfolds the trace into a sum over the diagonal, `Fintype.sum_sum_type` splits that sum into one over each block, and `Fin.sum_univ_one`, used twice, reduces each to its only term. The `change` line then writes these two entries out as `Complex.I` and `-star Complex.I`, which Lean accepts because they agree by definition; this also takes the place of the explicit unfolding of `bdg`. What remains is the conjugate of i, and `simp` settles it.
